# The total density fixes nondegenerate fragment ground states in a common potential up to sign

Take two sites, 0 and 1, and two fragments, also labelled 0 and 1. Fragment $a$ holds one particle with its own real symmetric Hamiltonian $H_a$, and both fragments feel the same site potential $v$. Let $\psi_a$ be a unit ground state of $H_a+\mathrm{diag}\,v$ with energy $E_a$, and let $\psi'_a$, $E'_a$ be the same for a second potential $v'$. Suppose that only the total densities are known to agree. Could fragment 0 have moved weight to site 0 while fragment 1 moved the same weight away?

Write $w=v-v'$ and $\delta_a=\psi'_a(0)^2-\psi_a(0)^2$. Using each orbital as a trial state for the other potential gives

$$E_a\le E'_a+\sum_i w(i)\,\psi'_a(i)^2,\qquad E'_a\le E_a-\sum_i w(i)\,\psi_a(i)^2 .$$

Their sum is $0\le (w(0)-w(1))\,\delta_a$, because normalisation makes the change at site 1 equal to $-\delta_a$. Equal total densities mean $\delta_1=-\delta_0$, so $(w(0)-w(1))\,\delta_0$ is both nonnegative and nonpositive. It vanishes, and all four variational inequalities are equalities. Each $\psi'_a$ therefore has the ground energy for $v$ as well, and if that level is nondegenerate, $\psi'_a=\pm\psi_a$.

## From equal densities to equal orbitals

Now let there be finitely many fragments $a$ and sites $i$, with total density $n(i)=\sum_a\psi_a(i)^2$. If $\psi$ and $\psi'$ have the same total density, then $v-v'=E_a-E'_a$ wherever $\psi_a$ is nonzero. If each $\psi_a$ is also nondegenerate, then $\psi'_a=\pm\psi_a$.

Splitting off the potential energy gives

$$\sum_a\psi_a^T(H_a+\mathrm{diag}\,v)\psi_a=F[\psi]+\sum_i v(i)n(i),\qquad F[\psi]=\sum_a\psi_a^TH_a\psi_a .$$

The trial states $\psi'_a$ for $v$ and $\psi_a$ for $v'$ yield

$$\sum_aE_a\le F[\psi']+\sum_i v(i)n(i)=\sum_aE'_a+\sum_i w(i)n(i),$$
$$\sum_aE'_a\le F[\psi]+\sum_i v'(i)n(i)=\sum_aE_a-\sum_i w(i)n(i).$$

Together they force equality. The first line is a sum of inequalities, one per fragment, so each of these is an equality too: $\psi'_a$ has energy $E_a$ in the potential $v$.

A state that attains the lower bound is an eigenvector. Let $A$ be symmetric with $\varphi^TA\varphi\ge E\,\varphi^T\varphi$ for all vectors, and let $\varphi$ attain equality. Put $r=A\varphi-E\varphi$, $s=r^Tr$ and $k=r^T(A-E)r\ge0$. The bound for $\alpha\varphi+\beta r$ reads

$$0\le 2\alpha\beta s+\beta^2k .$$

With $\alpha=k+1$ and $\beta=-s$ the right side is $-s^2(k+2)$, so $s=0$ and $r=0$.

Hence $(H_a+\mathrm{diag}\,v)\psi'_a=E_a\psi'_a$. Exchanging the two potentials gives $(H_a+\mathrm{diag}\,v')\psi_a=E'_a\psi_a$. Subtracting this from the original equation for $\psi_a$ leaves

$$(v(i)-v'(i))\,\psi_a(i)=(E_a-E'_a)\,\psi_a(i),$$

and $\psi_a(i)$ cancels where it is nonzero. Nondegeneracy gives $\psi'_a=c\,\psi_a$, and normalisation gives $c^2=1$.

The sign statement fails for a degenerate level. Take one fragment on two sites with $H=0$ and $v=v'=0$. Then $(1,1)/\sqrt2$ and $(1,-1)/\sqrt2$ are both ground states with density $1/2$ at each site, yet neither is a multiple of the other.

## Orbitals, levels and densities in Lean

The finite types `n` and `m` index sites and fragments; the density written $n(i)$ above is `totalDensity ψ i` in the code. The symbol `⬝ᵥ` is the dot product and `*ᵥ` applies a matrix to a vector.

```lean
import Mathlib

open Matrix

namespace PartitionPotential

variable {n m : Type*} [Fintype n] [Fintype m]
```

A ground state is a unit eigenvector whose eigenvalue bounds the quadratic form from below. Symmetry of the Hamiltonian is a separate hypothesis in the theorems.

```lean
/-- `ψ` is a normalised ground state of the Hamiltonian `A` with energy `E`: it solves the
eigenvalue equation, and `E` bounds the energy expectation value from below. -/
structure IsGroundState (A : Matrix n n ℝ) (E : ℝ) (ψ : n → ℝ) : Prop where
  unit : ψ ⬝ᵥ ψ = 1
  eigen : A *ᵥ ψ = E • ψ
  lowest : ∀ φ : n → ℝ, E * (φ ⬝ᵥ φ) ≤ φ ⬝ᵥ A *ᵥ φ
```

Nondegeneracy says that every solution at level `E` is a multiple of `ψ`. It concerns this level only; the rest of the spectrum is unrestricted.

```lean
/-- Every solution of the eigenvalue equation of `A` at `E` is a multiple of `ψ`. -/
def NondegenerateLevel (A : Matrix n n ℝ) (E : ℝ) (ψ : n → ℝ) : Prop :=
  ∀ φ : n → ℝ, A *ᵥ φ = E • φ → ∃ c : ℝ, φ = c • ψ
```

Each fragment contributes one particle in one real orbital, with occupation one.

```lean
/-- The total density at site `i`: the sum of the fragment densities. -/
def totalDensity (ψ : m → n → ℝ) (i : n) : ℝ := ∑ a, ψ a i ^ 2
```

Overlap means a shared site where both orbitals are nonzero, however small their values there.

```lean
/-- Two fragments overlap if their orbitals are both nonzero at some site. -/
def Overlap (ψ : m → n → ℝ) (a b : m) : Prop := ∃ i, ψ a i ≠ 0 ∧ ψ b i ≠ 0
```

## Equality in the variational principle

The next theorem is the residual argument. Here `hs` rewrites $r^Tr$, `hsym` uses symmetry to merge the cross terms, and `expand` is the inequality in $\alpha$ and $\beta$. The term `h2` inserts the values chosen above, and `nlinarith` concludes that $(r^Tr)^2\le0$.

```lean
/-- Variational principle, equality case: a state whose energy attains the lower bound `E`
of a symmetric Hamiltonian solves the eigenvalue equation at `E`. -/
theorem eigen_of_energy_eq {A : Matrix n n ℝ} (hA : A.IsSymm) {E : ℝ}
    (hlow : ∀ φ : n → ℝ, E * (φ ⬝ᵥ φ) ≤ φ ⬝ᵥ A *ᵥ φ) {φ : n → ℝ}
    (heq : φ ⬝ᵥ A *ᵥ φ = E * (φ ⬝ᵥ φ)) : A *ᵥ φ = E • φ := by
  -- the residual of the eigenvalue equation serves as the direction of variation
  obtain ⟨r, hr⟩ : ∃ r, r = A *ᵥ φ - E • φ := ⟨_, rfl⟩
  have hs : r ⬝ᵥ r = r ⬝ᵥ A *ᵥ φ - E * (r ⬝ᵥ φ) := by
    calc r ⬝ᵥ r = r ⬝ᵥ (A *ᵥ φ - E • φ) := by rw [← hr]
      _ = _ := by rw [dotProduct_sub, dotProduct_smul, smul_eq_mul]
  have hsym : φ ⬝ᵥ A *ᵥ r = r ⬝ᵥ A *ᵥ φ := by
    rw [Matrix.dotProduct_mulVec, ← Matrix.mulVec_transpose, hA.eq, dotProduct_comm]
  have expand : ∀ α β : ℝ,
      0 ≤ 2 * α * β * (r ⬝ᵥ r) + β ^ 2 * (r ⬝ᵥ A *ᵥ r - E * (r ⬝ᵥ r)) := by
    intro α β
    have h := hlow (α • φ + β • r)
    simp only [Matrix.mulVec_add, Matrix.mulVec_smul, add_dotProduct, dotProduct_add,
      smul_dotProduct, dotProduct_smul, smul_eq_mul] at h
    rw [hsym, dotProduct_comm φ r] at h
    linear_combination h - 2 * α * β * hs + α ^ 2 * heq
  have hk : 0 ≤ r ⬝ᵥ A *ᵥ r - E * (r ⬝ᵥ r) := sub_nonneg.mpr (hlow r)
  have h2 := expand (r ⬝ᵥ A *ᵥ r - E * (r ⬝ᵥ r) + 1) (-(r ⬝ᵥ r))
  have h3 : (r ⬝ᵥ r) ^ 2 = 0 :=
    le_antisymm (by nlinarith [mul_nonneg (sq_nonneg (r ⬝ᵥ r)) hk]) (sq_nonneg _)
  have h4 : r = 0 := dotProduct_self_eq_zero.mp (pow_eq_zero_iff two_ne_zero |>.mp h3)
  exact sub_eq_zero.mp (hr.symm.trans h4)
```

The energy splitting exchanges the sums over fragments and sites. It holds for any orbitals, normalised or not.

```lean
variable [DecidableEq n]

/-- The summed fragment energy is the internal energy of the fragments plus the interaction of
the common potential with the total density. -/
theorem total_energy (H : m → Matrix n n ℝ) (v : n → ℝ) (ψ : m → n → ℝ) :
    ∑ a, ψ a ⬝ᵥ (H a + diagonal v) *ᵥ ψ a
      = ∑ a, ψ a ⬝ᵥ H a *ᵥ ψ a + ∑ i, v i * totalDensity ψ i := by
  have hpot : ∑ i, v i * totalDensity ψ i = ∑ a, ψ a ⬝ᵥ diagonal v *ᵥ ψ a := by
    simp only [totalDensity, Finset.mul_sum, dotProduct, Matrix.mulVec_diagonal]
    rw [Finset.sum_comm]
    refine Finset.sum_congr rfl fun a _ => Finset.sum_congr rfl fun i _ => ?_
    ring
  rw [hpot, ← Finset.sum_add_distrib]
  refine Finset.sum_congr rfl fun a _ => ?_
  rw [Matrix.add_mulVec, dotProduct_add]
```

In `fragment_exchange`, `e1` and `e2` evaluate the ground energies, while `l1` and `l2` are the trial-state inequalities. The four splittings `t1` to `t4` share one density after rewriting with `hn`, and `linarith` turns the summed inequality into an equality. `Finset.sum_eq_sum_iff_of_le` then passes from the sum to the single fragment, where the residual argument applies.

```lean
variable {H : m → Matrix n n ℝ} {v v' : n → ℝ} {E E' : m → ℝ} {ψ ψ' : m → n → ℝ}

/-- If the fragment ground states for `v` and `v'` have the same total density, each ground
state for `v'` also solves the fragment's eigenvalue equation for `v` at its ground energy. -/
theorem fragment_exchange (hH : ∀ a, (H a).IsSymm)
    (hψ : ∀ a, IsGroundState (H a + diagonal v) (E a) (ψ a))
    (hψ' : ∀ a, IsGroundState (H a + diagonal v') (E' a) (ψ' a))
    (hn : totalDensity ψ = totalDensity ψ') (a : m) :
    (H a + diagonal v) *ᵥ ψ' a = E a • ψ' a := by
  have e1 : ∀ b, ψ b ⬝ᵥ (H b + diagonal v) *ᵥ ψ b = E b := fun b => by
    rw [(hψ b).eigen, dotProduct_smul, (hψ b).unit, smul_eq_mul, mul_one]
  have e2 : ∀ b, ψ' b ⬝ᵥ (H b + diagonal v') *ᵥ ψ' b = E' b := fun b => by
    rw [(hψ' b).eigen, dotProduct_smul, (hψ' b).unit, smul_eq_mul, mul_one]
  -- each set of orbitals is a trial state for the other potential
  have l1 : ∀ b, E b ≤ ψ' b ⬝ᵥ (H b + diagonal v) *ᵥ ψ' b := fun b => by
    have h := (hψ b).lowest (ψ' b)
    rwa [(hψ' b).unit, mul_one] at h
  have l2 : ∀ b, E' b ≤ ψ b ⬝ᵥ (H b + diagonal v') *ᵥ ψ b := fun b => by
    have h := (hψ' b).lowest (ψ b)
    rwa [(hψ b).unit, mul_one] at h
  have s1 := Finset.sum_le_sum fun b (_ : b ∈ Finset.univ) => l1 b
  have s2 := Finset.sum_le_sum fun b (_ : b ∈ Finset.univ) => l2 b
  have t1 := total_energy H v ψ
  have t2 := total_energy H v' ψ'
  have t3 := total_energy H v ψ'
  have t4 := total_energy H v' ψ
  rw [Finset.sum_congr rfl fun b _ => e1 b, hn] at t1
  rw [Finset.sum_congr rfl fun b _ => e2 b] at t2
  rw [hn] at t4
  -- the summed inequalities are equalities, hence so is each single one
  have hsum : ∑ b, E b = ∑ b, ψ' b ⬝ᵥ (H b + diagonal v) *ᵥ ψ' b := by linarith
  have ha := (Finset.sum_eq_sum_iff_of_le fun b _ => l1 b).mp hsum a (Finset.mem_univ a)
  have hsymm : (H a + diagonal v).IsSymm := by
    rw [Matrix.IsSymm, Matrix.transpose_add, (hH a).eq, Matrix.diagonal_transpose]
  exact eigen_of_energy_eq hsymm (hψ a).lowest (by rw [(hψ' a).unit, mul_one, ← ha])
```

## What the density determines

For the potential, `fragment_exchange` is applied with the primed and unprimed data swapped. Row `i` of the two eigenvalue equations is subtracted and the nonzero factor cancelled. Nondegeneracy is not needed.

```lean
/-- For equal total densities, the two potentials differ on the support of each fragment orbital
by the difference of that fragment's ground energies, degenerate or not. -/
theorem potential_difference (hH : ∀ a, (H a).IsSymm)
    (hψ : ∀ a, IsGroundState (H a + diagonal v) (E a) (ψ a))
    (hψ' : ∀ a, IsGroundState (H a + diagonal v') (E' a) (ψ' a))
    (hn : totalDensity ψ = totalDensity ψ') (a : m) (i : n) (hi : ψ a i ≠ 0) :
    v i - v' i = E a - E' a := by
  have h1 := congrFun (hψ a).eigen i
  have h2 := congrFun (fragment_exchange hH hψ' hψ hn.symm a) i
  simp only [Matrix.add_mulVec, Pi.add_apply, Matrix.mulVec_diagonal, Pi.smul_apply,
    smul_eq_mul] at h1 h2
  exact mul_right_cancel₀ hi (by linear_combination h1 - h2)
```

The main theorem adds `hnd`, nondegeneracy for `v` alone. Its conclusion holds for each fragment `a`: the orbitals agree up to a sign, which may vary with the fragment, and the potential difference is $E_a-E'_a$ on the support of $\psi_a$.

```lean
/-- If nondegenerate fragment ground states for `v` and fragment ground states for `v'` have the
same total density, the orbitals agree up to sign and `v - v'` is constant on the support of each
orbital. -/
theorem partition_uniqueness (hH : ∀ a, (H a).IsSymm)
    (hψ : ∀ a, IsGroundState (H a + diagonal v) (E a) (ψ a))
    (hnd : ∀ a, NondegenerateLevel (H a + diagonal v) (E a) (ψ a))
    (hψ' : ∀ a, IsGroundState (H a + diagonal v') (E' a) (ψ' a))
    (hn : totalDensity ψ = totalDensity ψ') (a : m) :
    (ψ' a = ψ a ∨ ψ' a = -ψ a) ∧ ∀ i, ψ a i ≠ 0 → v i - v' i = E a - E' a := by
  refine ⟨?_, potential_difference hH hψ hψ' hn a⟩
  obtain ⟨c, hc⟩ := hnd a _ (fragment_exchange hH hψ hψ' hn a)
  -- normalisation leaves only the sign
  have hu := (hψ' a).unit
  simp only [hc, smul_dotProduct, dotProduct_smul, (hψ a).unit, smul_eq_mul, mul_one] at hu
  rcases mul_self_eq_one_iff.mp hu with h | h
  · left; rw [hc, h, one_smul]
  · right; rw [hc, h, neg_one_smul]
```

This is a Hohenberg–Kohn type argument for non-interacting one-particle fragments on finitely many sites, with the same fixed $H_a$ for both potentials. Partition theory for interacting electrons with fractional fragment occupations is a wider setting. The theorem compares two given potentials; it does not say that a prescribed density has one. Nor does it constrain $v-v'$ at sites where every orbital vanishes.

## One constant or several

If $\psi_a$ and $\psi_b$ are both nonzero at site $k$, then $E_a-E'_a=v(k)-v'(k)=E_b-E'_b$. A chain of such overlaps carries the constant from fragment to fragment. `Relation.ReflTransGen` expresses the chain and allows length zero, so a single fragment always qualifies. The proof picks a fragment present at each of the two sites and follows the chain by induction.

```lean
/-- If any two fragments are linked by a chain of overlapping orbitals, equal total densities
force `v - v'` to take one value at all sites where the total density is nonzero. -/
theorem constant_of_linked (hH : ∀ a, (H a).IsSymm)
    (hψ : ∀ a, IsGroundState (H a + diagonal v) (E a) (ψ a))
    (hψ' : ∀ a, IsGroundState (H a + diagonal v') (E' a) (ψ' a))
    (hn : totalDensity ψ = totalDensity ψ')
    (hlink : ∀ a b, Relation.ReflTransGen (Overlap ψ) a b) (i j : n)
    (hi : totalDensity ψ i ≠ 0) (hj : totalDensity ψ j ≠ 0) :
    v i - v' i = v j - v' j := by
  have gap := potential_difference hH hψ hψ' hn
  obtain ⟨a, -, ha⟩ := Finset.exists_ne_zero_of_sum_ne_zero hi
  obtain ⟨b, -, hb⟩ := Finset.exists_ne_zero_of_sum_ne_zero hj
  have chain : ∀ c d, Relation.ReflTransGen (Overlap ψ) c d → E c - E' c = E d - E' d := by
    intro c d hcd
    induction hcd with
    | refl => rfl
    | tail _ hstep ih =>
      -- the shared site carries the constant from one fragment to the next
      obtain ⟨k, hk1, hk2⟩ := hstep
      exact ih.trans ((gap _ k hk1).symm.trans (gap _ k hk2))
  rw [gap a i (fun h => ha (by simp [h])), gap b j (fun h => hb (by simp [h]))]
  exact chain a b (hlink a b)
```

Without links, the constants can differ. In the following model each fragment prefers its own site by an energy of 3, in arbitrary units.

```lean
/-- Two wells on two sites: fragment `a` has site energy 0 at site `a` and 3 at the other. -/
def separatedWells (a : Fin 2) : Matrix (Fin 2) (Fin 2) ℝ :=
  diagonal fun i => if i = a then 0 else 3

/-- The orbital localised on site `a`. -/
def siteOrbital (a i : Fin 2) : ℝ := if i = a then 1 else 0
```

With the potential included, fragment 0 has site energies $v(0)$ and $3+v(1)$, and fragment 1 has $3+v(0)$ and $v(1)$. Each fragment stays on its own site, without degeneracy, when $|v(0)-v(1)|<3$. In the proof, `act` records these diagonal energies. The lower bound for fragment 0 is $(3+v(1)-v(0))\,\varphi(1)^2\ge0$, and the same positive factor forces $\varphi(1)=0$ in any solution at its ground level. Fragment 1 is treated in the same way.

```lean
/-- For every potential with `|v 0 - v 1| < 3`, the site orbitals are nondegenerate ground states
of the separated wells, with energies `v a`. -/
theorem separatedWells_witness (v : Fin 2 → ℝ) (hv : |v 0 - v 1| < 3) :
    ∀ a, IsGroundState (separatedWells a + diagonal v) (v a) (siteOrbital a) ∧
      NondegenerateLevel (separatedWells a + diagonal v) (v a) (siteOrbital a) := by
  obtain ⟨h1, h2⟩ := abs_lt.mp hv
  have act : ∀ (a : Fin 2) (φ : Fin 2 → ℝ) (i : Fin 2),
      ((separatedWells a + diagonal v) *ᵥ φ) i = ((if i = a then 0 else 3) + v i) * φ i := by
    intro a φ i
    rw [separatedWells, Matrix.diagonal_add, Matrix.mulVec_diagonal]
  rw [Fin.forall_fin_two]
  refine ⟨⟨⟨?_, ?_, ?_⟩, ?_⟩, ⟨⟨?_, ?_, ?_⟩, ?_⟩⟩
  · simp [dotProduct, siteOrbital]
  · ext i
    rw [act]
    fin_cases i <;> simp [siteOrbital]
  · intro φ
    simp only [dotProduct, Fin.sum_univ_two, act, one_ne_zero, if_true, if_false]
    nlinarith [mul_nonneg (by linarith : 0 ≤ 3 + v 1 - v 0) (sq_nonneg (φ 1))]
  · intro φ hφ
    have h := congrFun hφ 1
    simp only [act, one_ne_zero, if_false, Pi.smul_apply, smul_eq_mul] at h
    have h0 : (3 + v 1 - v 0) * φ 1 = 0 := by linear_combination h
    have hz := (mul_eq_zero.mp h0).resolve_left (by linarith : 0 < 3 + v 1 - v 0).ne'
    refine ⟨φ 0, ?_⟩
    ext i
    fin_cases i <;> simp [siteOrbital, hz]
  · simp [dotProduct, siteOrbital]
  · ext i
    rw [act]
    fin_cases i <;> simp [siteOrbital]
  · intro φ
    simp only [dotProduct, Fin.sum_univ_two, act, zero_ne_one, if_true, if_false]
    nlinarith [mul_nonneg (by linarith : 0 ≤ 3 + v 0 - v 1) (sq_nonneg (φ 0))]
  · intro φ hφ
    have h := congrFun hφ 0
    simp only [act, zero_ne_one, if_false, Pi.smul_apply, smul_eq_mul] at h
    have h0 : (3 + v 0 - v 1) * φ 0 = 0 := by linear_combination h
    have hz := (mul_eq_zero.mp h0).resolve_left (by linarith : 0 < 3 + v 0 - v 1).ne'
    refine ⟨φ 1, ?_⟩
    ext i
    fin_cases i <;> simp [siteOrbital, hz]

end PartitionPotential
```

```lean
#print axioms PartitionPotential.partition_uniqueness
-- 'PartitionPotential.partition_uniqueness' depends on axioms: [propext, Classical.choice, Quot.sound]
#print axioms PartitionPotential.constant_of_linked
-- 'PartitionPotential.constant_of_linked' depends on axioms: [propext, Classical.choice, Quot.sound]
```

The potentials $v=(0,0)$ and $v'=(1,0)$ both satisfy the condition and both give total density 1 at each site, although $v-v'=(-1,0)$ is not constant.

## Recovering the potential numerically

For this non-interacting lattice model, a code can search for a potential that reproduces a target density $n_*$ by maximising

$$W(v)=\sum_aE_a(v)-\sum_i v(i)\,n_*(i).$$

Each $E_a(v)$ is a minimum of functions affine in $v$, so $W$ is concave. Where the ground levels are nondegenerate, its gradient at site $i$ is the current total density minus $n_*(i)$, so a maximum at such a potential reproduces the target density.

Two converged runs should be compared with the freedoms above in mind. Orbitals are compared through $|\psi_a^T\psi'_a|$, which is 1 for either sign, and potentials after subtracting a constant on each fragment's support. In the separated wells with target density $n_*=(1,1)$, $W$ is flat along changes of $v(0)-v(1)$ within the allowed range, so a Newton step there meets a singular Hessian even after the overall constant of $v$ has been fixed.
